# For a quadratic energy and a linear orbital energy, the Koopmans correction gives a straight line exactly when screening times slope equals curvature

## A correction of the wrong strength

Suppose that an approximate energy bends with curvature $c>0$ as an orbital is filled from occupation 0 to 1, although a straight line is wanted. Suppose also that the orbital energy rises with slope $2c$. A Koopmans correction added at full strength then turns the curvature $c$ into $-c$: the energy bends just as much as before, in the other direction. The correction has to be scaled, and the scale follows from the two curves.

Let $f\in[0,1]$ be the occupation, $E(f)$ the energy and $h(s)$ the orbital energy at occupation $s$. Koopmans corrections exist in several forms; the one used here is

$$P(f)=f\int_0^1 h(s)\,ds-\int_0^f h(s)\,ds ,$$

and the corrected energy is $F(f)=E(f)+zP(f)$, with a constant screening $z$. If $h$ is computed with the other orbitals frozen while $E$ includes their relaxation, the two curves respond differently to the occupation, and $z$ stands for the effect of that relaxation.

## Fixed ends and the slope in between

At $f=0$ both terms of $P$ vanish, and at $f=1$ they cancel, so $P(0)=P(1)=0$. If $F(f)=\alpha+\beta f$ on $[0,1]$, then $\alpha=E(0)$ and $\alpha+\beta=E(1)$, which gives

$$F(f)=(1-f)E(0)+fE(1).$$

The line is therefore the chord between the uncorrected end energies, and any error in those energies stays.

Now let $h$ and $E$ be continuous on $[0,1]$, let $E$ have derivative $g$ on $(0,1)$, and write $\bar h=\int_0^1 h(s)\,ds$. The fundamental theorem of calculus gives $P'(f)=\bar h-h(f)$, hence

$$F'(f)=g(f)-z\,h(f)+z\bar h .$$

If $F$ is a line of slope $\beta$, then $g-zh=\beta-z\bar h$ throughout $(0,1)$, which is a constant. Conversely, let $g-zh=m$ on $(0,1)$. Then $F'=m+z\bar h$ there, and the mean value theorem on $[0,x]$ gives $F(x)=F(0)+(m+z\bar h)\,x$ for $0<x\le 1$. At $x=0$ this is trivial. So $F$ is a straight line exactly when $g-zh$ is constant on $(0,1)$.

If the orbital energy is the derivative of the energy, $g=h$ (Janak's relation), then $z=1$ makes the constant zero, and the unscreened correction produces the chord.

## Linear orbital energy, quadratic energy

Let $h(s)=a+ks$. Since $\int_0^x h(s)\,ds=ax+kx^2/2$,

$$P(f)=f\left(a+\frac k2\right)-af-\frac{kf^2}{2}=\frac{k f(1-f)}{2}.$$

Take $E(f)=E_0+bf+cf^2/2$. Then

$$F(0)=E_0,\qquad F(\tfrac12)=E_0+\frac b2+\frac{c+zk}{8},\qquad F(1)=E_0+b+\frac c2,$$

and the second difference is

$$F(0)-2F(\tfrac12)+F(1)=\frac{c-zk}{4}.$$

It vanishes for a straight line, so $zk=c$ is necessary. It is also sufficient: with $zk=c$ the quadratic terms cancel and $F(f)=E_0+(b+c/2)f$.

For $k\neq0$ the screening is thus $z=c/k$. In the limiting case $k=0$ the correction is zero for every $f$. A curved energy then cannot be straightened by any $z$, and an energy that is already straight accepts every $z$.

In Koopmans-type functionals, this identifies the screening as a ratio of two responses to the occupation, within a model that has one varying occupation, a quadratic energy and a linear orbital energy.

## With a linear orbital energy, a cubic term defeats constant screening

Add $df^3$ with $d\neq0$ to the energy and keep $h$ linear. The third difference removes every polynomial of degree at most two, including $zP$, and leaves

$$F(1)-3F(\tfrac23)+3F(\tfrac13)-F(0)=d\left(1-\frac{24}{27}+\frac{3}{27}\right)=\frac{2d}{9}.$$

For a straight line this would be zero, so no constant $z$ works.

## The statements in Lean

Energies and orbital energies are functions `ℝ → ℝ`. `koopmansCorrection h f` is $P(f)$, and `correctedEnergy E h z f` is $F(f)$. The predicate `IsLinearBetweenIntegers F` says that real numbers `α` and `β` exist with `F f = α + β * f` for every `f` in the closed interval `Icc 0 1`. It concerns one electron interval and says nothing about how neighbouring intervals join.

In `linear_iff_slope_matches`, `hh` and `hEc` are the continuity of $h$ and $E$ on the closed interval, and `hE` says that `g` is the derivative of `E` on the open one. No derivative is needed at the integers. The theorem `unscreened_correction_of_janak` has the same hypotheses with `h` in the place of `g`, so Janak's relation is assumed there and is not derived from the Kohn–Sham equations.

`linear_iff_screening` is the criterion $zk=c$ for arbitrary real constants, with $k=0$ included. `no_screening_of_cubic` holds for every `z` once `d ≠ 0`.

The model takes $E$ and $h$ as given curves. It contains no density, no self-consistency and no coupling between the occupations of several orbitals, and it does not establish that the exact energy is piecewise linear.

```lean
import Mathlib

open Set MeasureTheory Topology

namespace KoopmansScreening

noncomputable section

/-- The Koopmans correction at occupation `f`: the orbital energy `h` integrated over the
whole interval `[0,1]` and weighted by `f`, minus its integral from `0` to `f`. -/
def koopmansCorrection (h : ℝ → ℝ) (f : ℝ) : ℝ :=
  f * (∫ s in (0 : ℝ)..1, h s) - ∫ s in (0 : ℝ)..f, h s

/-- The energy `E` with the Koopmans correction added, scaled by a constant screening `z`. -/
def correctedEnergy (E h : ℝ → ℝ) (z f : ℝ) : ℝ :=
  E f + z * koopmansCorrection h f

/-- An energy curve is a straight line for occupations between `0` and `1`. -/
def IsLinearBetweenIntegers (F : ℝ → ℝ) : Prop :=
  ∃ α β : ℝ, ∀ f ∈ Icc (0 : ℝ) 1, F f = α + β * f

/-- The Koopmans correction vanishes at the occupations `0` and `1`. -/
theorem koopmansCorrection_endpoints (h : ℝ → ℝ) :
    koopmansCorrection h 0 = 0 ∧ koopmansCorrection h 1 = 0 := by
  constructor <;> simp [koopmansCorrection]

/-- If the corrected energy is a straight line between the integers, it is the chord joining
the uncorrected energies at occupations `0` and `1`. -/
theorem correctedEnergy_eq_chord {E h : ℝ → ℝ} {z : ℝ}
    (hlin : IsLinearBetweenIntegers (correctedEnergy E h z)) {f : ℝ} (hf : f ∈ Icc (0 : ℝ) 1) :
    correctedEnergy E h z f = (1 - f) * E 0 + f * E 1 := by
  obtain ⟨α, β, hab⟩ := hlin
  have h0 := hab 0 (by norm_num)
  have h1 := hab 1 (by norm_num)
  rw [correctedEnergy, (koopmansCorrection_endpoints h).1] at h0
  rw [correctedEnergy, (koopmansCorrection_endpoints h).2] at h1
  rw [hab f hf]
  linear_combination -(1 - f) * h0 - f * h1

/-- The slope of the Koopmans correction at a fractional occupation is the mean orbital energy
over `[0,1]` minus the orbital energy at that occupation. -/
theorem hasDerivAt_koopmansCorrection {h : ℝ → ℝ} (hh : ContinuousOn h (Icc 0 1))
    {f : ℝ} (hf : f ∈ Ioo (0 : ℝ) 1) :
    HasDerivAt (koopmansCorrection h) ((∫ s in (0 : ℝ)..1, h s) - h f) f := by
  have hi : IntervalIntegrable h volume 0 f := by
    apply ContinuousOn.intervalIntegrable
    rw [uIcc_of_le hf.1.le]
    exact hh.mono (Icc_subset_Icc_right hf.2.le)
  have hc : ContinuousAt h f := hh.continuousAt (Icc_mem_nhds hf.1 hf.2)
  have hm : StronglyMeasurableAtFilter h (𝓝 f) volume :=
    ContinuousOn.stronglyMeasurableAtFilter isOpen_Ioo (hh.mono Ioo_subset_Icc_self) f hf
  -- the fundamental theorem of calculus for the partial integral
  have h1 := intervalIntegral.integral_hasDerivAt_right hi hm hc
  exact (((hasDerivAt_id' f).mul_const (∫ s in (0 : ℝ)..1, h s)).fun_sub h1).congr_deriv
    (by ring)

/-- Let `g` be the slope of the energy `E` at fractional occupation. The corrected energy is a
straight line between the integers exactly when `g` and the screened orbital energy `z * h`
differ by a constant. -/
theorem linear_iff_slope_matches {E g h : ℝ → ℝ} (z : ℝ)
    (hh : ContinuousOn h (Icc 0 1)) (hEc : ContinuousOn E (Icc 0 1))
    (hE : ∀ f ∈ Ioo (0 : ℝ) 1, HasDerivAt E (g f) f) :
    IsLinearBetweenIntegers (correctedEnergy E h z) ↔
      ∃ m : ℝ, ∀ f ∈ Ioo (0 : ℝ) 1, g f - z * h f = m := by
  have hF : ∀ x ∈ Ioo (0 : ℝ) 1, HasDerivAt (correctedEnergy E h z)
      (g x + z * ((∫ s in (0 : ℝ)..1, h s) - h x)) x := fun x hx =>
    (hE x hx).fun_add ((hasDerivAt_koopmansCorrection hh hx).const_mul z)
  constructor
  · -- a straight line has one slope, and derivatives are unique
    rintro ⟨α, β, hab⟩
    refine ⟨β - z * ∫ s in (0 : ℝ)..1, h s, fun x hx => ?_⟩
    have h1 : HasDerivAt (fun y : ℝ => α + β * y) β x := by
      simpa using ((hasDerivAt_id' x).const_mul β).const_add α
    have h2 : correctedEnergy E h z =ᶠ[𝓝 x] fun y => α + β * y := by
      filter_upwards [Icc_mem_nhds hx.1 hx.2] with y hy using hab y hy
    have h3 := (hF x hx).unique (h1.congr_of_eventuallyEq h2)
    linear_combination h3
  · rintro ⟨m, hm⟩
    have hP : ContinuousOn (fun x => ∫ s in (0 : ℝ)..x, h s) (Icc 0 1) := by
      have hint : IntegrableOn h (uIcc (0 : ℝ) 1) volume := by
        rw [uIcc_of_le zero_le_one]
        exact hh.integrableOn_Icc
      have := intervalIntegral.continuousOn_primitive_interval hint
      rwa [uIcc_of_le zero_le_one] at this
    have hcont : ContinuousOn (correctedEnergy E h z) (Icc 0 1) :=
      hEc.add (continuousOn_const.mul ((continuousOn_id.mul continuousOn_const).sub hP))
    refine ⟨correctedEnergy E h z 0, m + z * ∫ s in (0 : ℝ)..1, h s, fun x hx => ?_⟩
    rcases hx.1.eq_or_lt with h0 | h0
    · rw [← h0]
      ring
    · -- the mean value theorem on `[0,x]`, where the slope is constant
      obtain ⟨y, hy, hs⟩ := exists_hasDerivAt_eq_slope (correctedEnergy E h z)
        (fun y => g y + z * ((∫ s in (0 : ℝ)..1, h s) - h y)) h0
        (hcont.mono (Icc_subset_Icc_right hx.2))
        (fun y hy => hF y ⟨hy.1, hy.2.trans_le hx.2⟩)
      rw [sub_zero, eq_div_iff h0.ne'] at hs
      linear_combination -hs + x * hm y ⟨hy.1, hy.2.trans_le hx.2⟩

/-- If the orbital energy is the derivative of the energy with respect to occupation (Janak's
relation), the unscreened correction turns the energy into the chord between the integers. -/
theorem unscreened_correction_of_janak {E h : ℝ → ℝ}
    (hh : ContinuousOn h (Icc 0 1)) (hEc : ContinuousOn E (Icc 0 1))
    (hE : ∀ f ∈ Ioo (0 : ℝ) 1, HasDerivAt E (h f) f) {f : ℝ} (hf : f ∈ Icc (0 : ℝ) 1) :
    correctedEnergy E h 1 f = (1 - f) * E 0 + f * E 1 :=
  correctedEnergy_eq_chord
    ((linear_iff_slope_matches 1 hh hEc hE).2 ⟨0, fun x _ => by ring⟩) hf

/-- For an orbital energy linear in the occupation, with slope `k`, the Koopmans correction is
the parabola `k f (1 - f) / 2`. -/
theorem koopmansCorrection_linear (a k f : ℝ) :
    koopmansCorrection (fun s => a + k * s) f = k * f * (1 - f) / 2 := by
  have hint : ∀ x : ℝ, ∫ s in (0 : ℝ)..x, (a + k * s) = a * x + k / 2 * (x * x) := by
    intro x
    have hd : ∀ s ∈ uIcc (0 : ℝ) x,
        HasDerivAt (fun s : ℝ => a * s + k / 2 * (s * s)) (a + k * s) s := fun s _ =>
      (((hasDerivAt_id' s).const_mul a).fun_add
        (((hasDerivAt_id' s).fun_mul (hasDerivAt_id' s)).const_mul (k / 2))).congr_deriv
        (by ring)
    have hc : Continuous (fun s : ℝ => a + k * s) := by fun_prop
    rw [intervalIntegral.integral_eq_sub_of_hasDerivAt hd (hc.intervalIntegrable _ _)]
    ring
  simp only [koopmansCorrection, hint]
  ring

/-- For an energy of curvature `c` and an orbital energy of slope `k`, the corrected energy is
a straight line between the integers exactly when the screening satisfies `z * k = c`. -/
theorem linear_iff_screening (E₀ b c a k z : ℝ) :
    IsLinearBetweenIntegers
      (correctedEnergy (fun f => E₀ + b * f + c * f ^ 2 / 2) (fun s => a + k * s) z) ↔
      z * k = c := by
  simp only [IsLinearBetweenIntegers, correctedEnergy, koopmansCorrection_linear]
  constructor
  · -- the second difference at 0, 1/2, 1 isolates the curvature
    rintro ⟨α, β, hab⟩
    have h0 := hab 0 (by norm_num)
    have h1 := hab (1 / 2) (by norm_num)
    have h2 := hab 1 (by norm_num)
    linear_combination -4 * h0 + 8 * h1 - 4 * h2
  · intro hz
    exact ⟨E₀, b + c / 2, fun x _ => by linear_combination (x * (1 - x) / 2) * hz⟩

/-- If the energy has a non-zero cubic term in the occupation while the orbital energy is
linear, no constant screening makes the corrected energy a straight line. -/
theorem no_screening_of_cubic (E₀ b c a k : ℝ) {d : ℝ} (hd : d ≠ 0) (z : ℝ) :
    ¬ IsLinearBetweenIntegers (correctedEnergy
      (fun f => E₀ + b * f + c * f ^ 2 / 2 + d * f ^ 3) (fun s => a + k * s) z) := by
  simp only [IsLinearBetweenIntegers, correctedEnergy, koopmansCorrection_linear]
  rintro ⟨α, β, hab⟩
  have h0 := hab 0 (by norm_num)
  have h1 := hab (1 / 3) (by norm_num)
  have h2 := hab (2 / 3) (by norm_num)
  have h3 := hab 1 (by norm_num)
  -- the third difference removes everything but the cubic term
  apply hd
  linear_combination (9 / 2) * (h3 - 3 * h2 + 3 * h1 - h0)

end

end KoopmansScreening
```

```lean
#print axioms KoopmansScreening.unscreened_correction_of_janak
#print axioms KoopmansScreening.linear_iff_screening
#print axioms KoopmansScreening.no_screening_of_cubic
```

```
'KoopmansScreening.unscreened_correction_of_janak' depends on axioms: [propext, Classical.choice, Quot.sound]
'KoopmansScreening.linear_iff_screening' depends on axioms: [propext, Classical.choice, Quot.sound]
'KoopmansScreening.no_screening_of_cubic' depends on axioms: [propext, Classical.choice, Quot.sound]
```

## How the proof follows the derivation

`koopmansCorrection_endpoints` is settled by unfolding the definition. `correctedEnergy_eq_chord` evaluates the assumed line at 0 and 1, removes the correction there, and lets `linear_combination` combine the two equations with weights $1-f$ and $f$.

`hasDerivAt_koopmansCorrection` collects what the fundamental theorem of calculus requires: `hi` is integrability on $[0,f]$, `hc` is continuity at $f$, and `hm` is measurability near $f$. All three come from continuity on $[0,1]$, because $f$ lies in the interior. The derivative of the partial integral is then subtracted from that of the linear term.

In `linear_iff_slope_matches`, `hF` is the formula for $F'$. For the forward direction, `h2` records that $F$ agrees with the line in a neighbourhood of the interior point `x`, so the line's slope `β` is also a derivative of $F$ at `x`. Uniqueness of derivatives equates it with the formula in `hF`, and rearranging gives the constant.

For the converse, `hP` gives continuity of the partial integral and `hcont` that of $F$ up to the ends. The case $x=0$ is treated separately. For $x>0$, `exists_hasDerivAt_eq_slope` is the mean value theorem on $[0,x]$: it supplies a point `y` at which the derivative equals the average slope, and `hm y` replaces that derivative by its constant value.

`unscreened_correction_of_janak` applies this converse with $z=1$ and constant 0, then uses the chord lemma.

`koopmansCorrection_linear` first proves the integral formula `hint` by differentiating $as+ks^2/2$, and then simplifies to the parabola. With that formula in place, the last two theorems are algebra. In `linear_iff_screening`, the coefficients $-4$, $8$, $-4$ are the second difference multiplied by $-4$, which yields $zk-c=0$. The converse supplies the line with intercept `E₀` and slope `b + c / 2`. In `no_screening_of_cubic`, the factor $9/2$ turns the third difference $2d/9$ into $d$, so a straight line would force $d=0$, against `hd`.
